# For 1s- and 2p-type Slater orbitals with given exponents, the length, velocity and acceleration forms agree at exactly one frequency and one nuclear charge

Agreement between the three forms of a radial transition integral is defined here by products: at transition frequency w, the velocity form is w times the length form, and the acceleration form is w² times the length form. The frequency is a free real number, not a difference of computed orbital energies.

```lean
import Mathlib

open MeasureTheory Set

namespace GaugeForms

noncomputable section

/-- The reduced radial s-type trial orbital `u(r) = r exp(-a r)`. -/
def sOrb (a r : ℝ) : ℝ := r * Real.exp (-(a * r))

/-- The reduced radial p-type trial orbital `v(r) = r² exp(-b r)`. -/
def pOrb (b r : ℝ) : ℝ := r ^ 2 * Real.exp (-(b * r))

/-- The length form of the radial transition integral, `∫ u r v dr`. -/
def lengthForm (a b : ℝ) : ℝ := ∫ r in Ioi (0 : ℝ), sOrb a r * r * pOrb b r

/-- The velocity form of the radial transition integral, `-∫ v (u' - u/r) dr` over `r > 0`. -/
def velocityForm (a b : ℝ) : ℝ :=
  -∫ r in Ioi (0 : ℝ), pOrb b r * (deriv (sOrb a) r - sOrb a r / r)

/-- The acceleration form for nuclear charge `Z`, `Z ∫ u v / r² dr` over `r > 0`. -/
def accelerationForm (Z a b : ℝ) : ℝ :=
  Z * ∫ r in Ioi (0 : ℝ), sOrb a r * pOrb b r / r ^ 2

/-- The gauge forms agree at transition frequency `w`: the velocity form is `w` times
the length form, and the acceleration form is `w²` times the length form. -/
def GaugesAgree (Z a b w : ℝ) : Prop :=
  velocityForm a b = w * lengthForm a b ∧ accelerationForm Z a b = w ^ 2 * lengthForm a b

/-- The reduced radial function `u` solves the s-wave Coulomb equation
`-u''/2 - (Z/r) u = E u` at every `r > 0`, in atomic units. -/
def SolvesRadialS (Z E : ℝ) (u : ℝ → ℝ) : Prop :=
  ∀ r : ℝ, 0 < r → -(1 / 2) * deriv (deriv u) r - Z / r * u r = E * u r

/-- The radial moments of an exponential: `∫ rⁿ exp(-c r) dr = n! / cⁿ⁺¹` over `r > 0`. -/
theorem moment (n : ℕ) {c : ℝ} (hc : 0 < c) :
    ∫ r in Ioi (0 : ℝ), r ^ n * Real.exp (-(c * r)) = (n.factorial : ℝ) / c ^ (n + 1) := by
  have h := Real.integral_rpow_mul_exp_neg_mul_Ioi (a := (n : ℝ) + 1) (r := c)
    (by positivity) hc
  simp only [add_sub_cancel_right, Real.rpow_natCast] at h
  have e : (1 / c) ^ ((n : ℝ) + 1) = (1 / c) ^ (n + 1) := by
    rw [← Real.rpow_natCast, Nat.cast_add, Nat.cast_one]
  rw [h, Real.Gamma_nat_eq_factorial, e, one_div, inv_pow, div_eq_mul_inv, mul_comm]

lemma exp_mul_exp (a b r : ℝ) :
    Real.exp (-(a * r)) * Real.exp (-(b * r)) = Real.exp (-((a + b) * r)) := by
  rw [← Real.exp_add]
  congr 1
  ring

lemma hasDerivAt_exp (a r : ℝ) :
    HasDerivAt (fun x : ℝ => Real.exp (-(a * x))) (Real.exp (-(a * r)) * (-(a * 1))) r :=
  (((hasDerivAt_id' r).const_mul a).fun_neg).exp

/-- The slope of the s-type orbital is `(1 - a r) exp(-a r)`. -/
theorem hasDerivAt_sOrb (a r : ℝ) :
    HasDerivAt (sOrb a) ((1 - a * r) * Real.exp (-(a * r))) r := by
  have h := (hasDerivAt_id' r).fun_mul (hasDerivAt_exp a r)
  exact h.congr_deriv (by ring)

/-- The length form equals `24 / (a+b)⁵`. -/
theorem lengthForm_eq {a b : ℝ} (ha : 0 < a) (hb : 0 < b) :
    lengthForm a b = 24 / (a + b) ^ 5 := by
  have h : lengthForm a b = ∫ r in Ioi (0 : ℝ), r ^ 4 * Real.exp (-((a + b) * r)) := by
    unfold lengthForm
    refine setIntegral_congr_fun measurableSet_Ioi fun r _ => ?_
    simp only [sOrb, pOrb]
    linear_combination r ^ 4 * exp_mul_exp a b r
  rw [h, moment 4 (add_pos ha hb)]
  norm_num [Nat.factorial]

/-- The velocity form equals `6a / (a+b)⁴`. -/
theorem velocityForm_eq {a b : ℝ} (ha : 0 < a) (hb : 0 < b) :
    velocityForm a b = 6 * a / (a + b) ^ 4 := by
  have h : velocityForm a b
      = -∫ r in Ioi (0 : ℝ), -a * (r ^ 3 * Real.exp (-((a + b) * r))) := by
    unfold velocityForm
    congr 1
    refine setIntegral_congr_fun measurableSet_Ioi fun r hr => ?_
    have hr0 : r ≠ 0 := (mem_Ioi.mp hr).ne'
    have hd : sOrb a r / r = Real.exp (-(a * r)) := by
      rw [sOrb]
      exact mul_div_cancel_left₀ _ hr0
    -- subtracting `u/r` cancels the `exp(-a r)` part of the slope
    simp only [(hasDerivAt_sOrb a r).deriv, hd, pOrb]
    linear_combination (-a * r ^ 3) * exp_mul_exp a b r
  rw [h, integral_const_mul, moment 3 (add_pos ha hb)]
  norm_num [Nat.factorial]
  ring

/-- The acceleration form equals `Z / (a+b)²`. -/
theorem accelerationForm_eq (Z : ℝ) {a b : ℝ} (ha : 0 < a) (hb : 0 < b) :
    accelerationForm Z a b = Z / (a + b) ^ 2 := by
  have h : accelerationForm Z a b
      = Z * ∫ r in Ioi (0 : ℝ), r ^ 1 * Real.exp (-((a + b) * r)) := by
    unfold accelerationForm
    congr 1
    refine setIntegral_congr_fun measurableSet_Ioi fun r hr => ?_
    have hr0 : r ≠ 0 := (mem_Ioi.mp hr).ne'
    simp only [sOrb, pOrb]
    rw [div_eq_iff (pow_ne_zero 2 hr0)]
    linear_combination r ^ 3 * exp_mul_exp a b r
  rw [h, moment 1 (add_pos ha hb), Nat.factorial_one, Nat.cast_one, mul_one_div]

/-- At nonzero frequency, agreement means that the length form equals the velocity form
over `w` and the acceleration form over `w²`. -/
theorem gaugesAgree_iff_quotients (Z a b : ℝ) {w : ℝ} (hw : w ≠ 0) :
    GaugesAgree Z a b w ↔ lengthForm a b = velocityForm a b / w ∧
      lengthForm a b = accelerationForm Z a b / w ^ 2 := by
  rw [GaugesAgree, eq_div_iff hw, eq_div_iff (pow_ne_zero 2 hw)]
  constructor <;> rintro ⟨h1, h2⟩ <;> constructor <;> linarith

/-- The three gauge forms agree exactly when `w = a(a+b)/4` and `Z = 3a²/(2(a+b))`. -/
theorem gaugesAgree_iff (Z w : ℝ) {a b : ℝ} (ha : 0 < a) (hb : 0 < b) :
    GaugesAgree Z a b w ↔ w = a * (a + b) / 4 ∧ Z = 3 * a ^ 2 / (2 * (a + b)) := by
  have hs : 0 < a + b := add_pos ha hb
  have hk : 24 / (a + b) ^ 5 ≠ 0 := by positivity
  -- write every form as a multiple of the length form
  have e1 : 6 * a / (a + b) ^ 4 = a * (a + b) / 4 * (24 / (a + b) ^ 5) := by
    rw [mul_div_assoc', div_eq_div_iff (by positivity) (by positivity)]
    ring
  have e2 : Z / (a + b) ^ 2 = Z * (a + b) ^ 3 / 24 * (24 / (a + b) ^ 5) := by
    rw [mul_div_assoc', div_eq_div_iff (by positivity) (by positivity)]
    ring
  rw [GaugesAgree, lengthForm_eq ha hb, velocityForm_eq ha hb, accelerationForm_eq Z ha hb,
    e1, e2, mul_left_inj' hk, mul_left_inj' hk, eq_div_iff (by positivity : 2 * (a + b) ≠ 0)]
  constructor
  · rintro ⟨h1, h2⟩
    refine ⟨h1.symm, mul_left_cancel₀ (pow_ne_zero 2 hs.ne') ?_⟩
    linear_combination 48 * h2 - 48 * (a * (a + b) / 4 + w) * h1
  · rintro ⟨h1, h2⟩
    refine ⟨h1.symm, ?_⟩
    linear_combination ((a + b) ^ 2 / 48) * h2 - (w + a * (a + b) / 4) * h1

/-- If the s-type exponent equals the nuclear charge, the gauge forms agree exactly when
`b = Z/2` and `w = 3Z²/8`. -/
theorem gaugesAgree_iff_of_exponent_eq_charge (w : ℝ) {Z b : ℝ} (hZ : 0 < Z) (hb : 0 < b) :
    GaugesAgree Z Z b w ↔ b = Z / 2 ∧ w = 3 * Z ^ 2 / 8 := by
  rw [gaugesAgree_iff Z w hZ hb, eq_div_iff (by positivity : 2 * (Z + b) ≠ 0)]
  constructor
  · rintro ⟨h1, h2⟩
    have h3 : b = Z / 2 := mul_left_cancel₀ hZ.ne' (by linear_combination h2 / 2)
    refine ⟨h3, ?_⟩
    rw [h1, h3]
    ring
  · rintro ⟨h1, h2⟩
    rw [h1, h2]
    constructor <;> ring

/-- The s-type orbital solves the radial Coulomb equation with energy `E` exactly when
`a = Z` and `E = -a²/2`. -/
theorem solvesRadialS_iff (Z E a : ℝ) :
    SolvesRadialS Z E (sOrb a) ↔ a = Z ∧ E = -a ^ 2 / 2 := by
  have hd : deriv (sOrb a) = fun r => (1 - a * r) * Real.exp (-(a * r)) :=
    funext fun r => (hasDerivAt_sOrb a r).deriv
  have hdd : ∀ r, deriv (deriv (sOrb a)) r
      = (a ^ 2 * r - 2 * a) * Real.exp (-(a * r)) := by
    intro r
    rw [hd]
    have h := (((hasDerivAt_id' r).const_mul a).const_sub 1).fun_mul (hasDerivAt_exp a r)
    exact (h.congr_deriv (by ring)).deriv
  have hc : ∀ r : ℝ, 0 < r → Z / r * sOrb a r = Z * Real.exp (-(a * r)) := by
    intro r hr
    rw [sOrb, ← mul_assoc, div_mul_cancel₀ _ hr.ne']
  constructor
  · intro h
    -- after removing the exponential, compare two radii
    have key : ∀ r : ℝ, 0 < r → a - Z = (E + a ^ 2 / 2) * r := by
      intro r hr
      have h1 := h r hr
      rw [hdd, hc r hr, sOrb] at h1
      apply mul_right_cancel₀ (Real.exp_pos (-(a * r))).ne'
      linear_combination h1
    have k1 := key 1 one_pos
    have k2 := key 2 two_pos
    constructor <;> linarith
  · rintro ⟨h1, h2⟩ r hr
    rw [hdd, hc r hr, sOrb, h2, ← h1]
    ring

/-- For `Z = 1`, `a = 2`, `b = 4`, `w = 3` the gauge forms agree, although the s-type
orbital solves the radial Coulomb equation for no energy. -/
theorem agreement_without_exact_orbital :
    GaugesAgree 1 2 4 3 ∧ ¬ ∃ E : ℝ, SolvesRadialS 1 E (sOrb 2) := by
  constructor
  · rw [gaugesAgree_iff 1 3 (by norm_num) (by norm_num)]
    norm_num
  · rintro ⟨E, hE⟩
    have h := ((solvesRadialS_iff 1 E 2).mp hE).1
    norm_num at h

end

end GaugeForms
```

```lean
#print axioms GaugeForms.gaugesAgree_iff_quotients
#print axioms GaugeForms.gaugesAgree_iff_of_exponent_eq_charge
#print axioms GaugeForms.agreement_without_exact_orbital
```

```
'GaugeForms.gaugesAgree_iff_quotients' depends on axioms: [propext, Classical.choice, Quot.sound]
'GaugeForms.gaugesAgree_iff_of_exponent_eq_charge' depends on axioms: [propext, Classical.choice, Quot.sound]
'GaugeForms.agreement_without_exact_orbital' depends on axioms: [propext, Classical.choice, Quot.sound]
```

## Orbitals, integrals and agreement

The trial orbitals are reduced radial functions (r times the radial wavefunction), with exponents a and b:

u(r) = r exp(-ar) (s type, `sOrb`)
v(r) = r² exp(-br) (p type, `pOrb`)

The definitions `lengthForm`, `velocityForm` and `accelerationForm` are integrals over r > 0:

L = ∫ u r v dr
V = -∫ v (u' - u/r) dr
A = Z ∫ u v / r² dr

Here u' is the actual derivative, Z is the nuclear charge, and Z/r² is the radial gradient of the potential -Z/r in atomic units. The common angular factor is left out.

For a, b > 0, `gaugesAgree_iff` states that V = wL and A = w²L hold together exactly when

w = a(a+b)/4 and Z = 3a²/(2(a+b)).

For w ≠ 0, `gaugesAgree_iff_quotients` turns this into the usual L = V/w = A/w².

The orbitals are not normalised. Since ∫ u² dr = 1/(4a³) and ∫ v² dr = 3/(4b⁵), normalisation multiplies L, V and A alike by 4√(a³b⁵/3), which leaves the agreement conditions unchanged.

For exact eigenfunctions of the one-electron Hamiltonian with potential -Z/r, the commutators of that Hamiltonian with position and momentum make the forms agree at the true energy difference. For another local potential, the acceleration form needs the gradient of that potential in place of Z/r². Trial orbitals carry no such guarantee. The model has one electron, a point nucleus and one exponent per orbital.

## Three integrals from one moment formula

Substituting t = cr in the Gamma integral gives, for c > 0,

∫ rⁿ exp(-cr) dr = n!/cⁿ⁺¹.

This is `moment`. Now set c = a + b. The length integrand is r⁴ exp(-cr), so

L = 24/c⁵.

For the velocity form, `hasDerivAt_sOrb` supplies the slope:

u' = (1 - ar) exp(-ar)
u/r = exp(-ar)
u' - u/r = -ar exp(-ar)

The integrand with its outer sign is therefore ar³ exp(-cr), and

V = 6a/c⁴.

In the acceleration form, uv/r² = r exp(-cr), so

A = Z/c².

The three evaluation theorems follow these steps: `setIntegral_congr_fun` rewrites the integrand at each r > 0, `exp_mul_exp` merges the exponentials, and `moment` finishes.

## Solving for the frequency and the charge

The two agreement equations are

6a/c⁴ = 24w/c⁵
Z/c² = 24w²/c⁵.

The first gives w = ac/4. Putting this into the second gives

Z = 24w²/c³ = 24a²c²/(16c³) = 3a²/(2c).

Each step reverses because c > 0. In the Lean proof, `e1` and `e2` write V and A as multiples of 24/c⁵, `mul_left_inj'` cancels that factor, and `linear_combination` carries out the substitution in both directions.

If a = Z > 0, the charge condition becomes 2(Z + b) = 3Z, so b = Z/2 and then w = 3Z²/8. This is `gaugesAgree_iff_of_exponent_eq_charge`. These are the exponents and the transition energy of the hydrogenic 1s and 2p states, although the Lean code tests only the s orbital against a radial equation.

## Agreement with a wrong orbital

That test is `SolvesRadialS`, which requires -u''/2 - (Z/r)u = Eu at every r > 0, for an energy E. Differentiating again,

u'' = (a²r - 2a) exp(-ar).

Inserting this and dividing by the exponential leaves

a - Z = (E + a²/2) r for every r > 0.

Comparing r = 1 with r = 2 forces both sides to vanish, so a = Z and E = -a²/2; conversely, these values satisfy the equation. This is `solvesRadialS_iff`, where `key` is the displayed identity.

Now take Z = 1, a = 2, b = 4, w = 3. Then

L = 1/324, V = 1/108 = 3L, A = 1/36 = 9L.

All three forms agree, yet a ≠ Z, so u solves the equation for no energy; `agreement_without_exact_orbital` records both facts. Agreement between the length and velocity forms is a common consistency check on computed transition strengths, usually made at a computed or measured transition energy. Here w is free instead: the energy expectation values of these two orbitals differ by 6, not 3, in atomic units. The example shows that agreement of the three forms at some frequency does not make the orbitals exact.
